# Shifted Cholesky preconditioning of a positive definite overlap with extreme eigenvalues m ≤ M and shift t > 0 leaves the condition number M(m + t)/(m(M + t))

## Does the shift cure near dependence or only hide it?

I have a block of trial orbitals for an electronic structure calculation, stored as columns of plane-wave coefficients in a matrix A. Two of the orbitals have become almost parallel, and the Cholesky factorisation of their overlap S = AᴴA breaks down, because rounding has pushed its smallest eigenvalue below zero.

If I add a small t to the diagonal, the factorisation runs and gives me R with RᴴR = S + t1. But this R belongs to the wrong matrix, so the new orbitals Q = A R⁻¹ are not orthonormal. How far off are they? Have I gained anything, or is the near dependence still there in another form?

## Each overlap eigenvalue x becomes x/(x + t)

You have gained something definite. If S is positive definite, an eigenvalue x much larger than t moves close to 1, while one much smaller than t becomes about x/t. The weak directions are amplified relative to the strong ones, not discarded, and Q spans the same space as A. With m and M the smallest and largest eigenvalues of S, the condition number goes from M/m (a fall whenever m < M) to

M(m + t)/(m(M + t)) < 1 + t/m.

The shift t has no physical meaning of its own: it is a numerical regularisation, chosen to exceed the rounding error in the computed overlap.

### From the eigenvalues of S to those of QᴴQ

Let S v = x v with v ≠ 0. Then x vᴴv = vᴴS v > 0, so x > 0.

The factor R is invertible. If R v = 0 with v ≠ 0, then

0 = RᴴR v = S v + t v,

so −t would be an eigenvalue of S, which is impossible. Hence A = Q R, and

Rᴴ(QᴴQ)R = S.

Take an eigenvector v of S with eigenvalue x, and put w = R v, which is not zero. Then

Rᴴ(QᴴQ)w = S v = x v,

Rᴴw = (S + t1)v = (x + t)v.

Therefore Rᴴ(QᴴQ)w = [x/(x + t)] Rᴴw. Cancelling the invertible Rᴴ shows that w is an eigenvector of QᴴQ with eigenvalue x/(x + t).

Every eigenvalue arises in this way. If QᴴQ w = μw with w ≠ 0, put v = R⁻¹w. Multiplying by Rᴴ gives

S v = μ(S v + t v), or (1 − μ)S v = μt v.

The value μ = 1 would force t v = 0, so it is excluded. Thus v is an eigenvector of S with x = μt/(1 − μ). Since x + t = t/(1 − μ), we recover x/(x + t) = μ.

For positive x ≤ y,

y/(y + t) − x/(x + t) = t(y − x)/((x + t)(y + t)) ≥ 0,

so the order of the eigenvalues is kept. The extremes are m/(m + t) and M/(M + t), and their ratio is

[M/(M + t)]·[(m + t)/m] = M(m + t)/(m(M + t)).

If m < M, then (m + t)/(M + t) < 1 and the result is strictly below M/m. If m = M, as for a single orbital, both condition numbers are 1. The bound 1 + t/m follows from M/(M + t) < 1.

### Two passes over a block of orbitals

In a calculation you form S, add t to its diagonal, compute the upper triangular R, and obtain Q by solving Q R = A with triangular substitution. Suppose M = 10, m = 10⁻¹⁵ and t = 10⁻¹². The condition number of the overlap then drops from 10¹⁶ to about 1001.

A second pass without a shift factors QᴴQ = R₂ᴴR₂ and forms Q₂ = Q R₂⁻¹, whose columns are orthonormal in exact arithmetic; this second pass is ordinary linear algebra added here, and the theorems below concern the first pass.

### Reading the Lean statements

The matrix `A` has rows indexed by `k` (plane waves, or any orthonormal coordinates) and columns indexed by `n` (orbitals), both finite. `Aᴴ * A` is the overlap, and `precond A R` is Q.

The name `levels` means the set of real eigenvalues of a matrix, not energy levels. An overlap is Hermitian, so no eigenvalue is lost by asking for real ones. `condNumber` is the largest eigenvalue over the smallest. It refers to the overlap; the condition number of the coefficient matrix itself is the square root.

In `condNumber_precond`, `hS` says that the overlap is positive definite, so the orbitals are linearly independent, however narrowly. `ht` makes the shift positive. `hR` says that `R` is a factor of the shifted overlap. It need not be triangular, so the Cholesky factor is one case among others. `hm` and `hM` identify `m` and `M` as the least and greatest eigenvalues, which exist whenever there is at least one orbital.

The step left to you is rounding: `hR` is an exact equation, which a factor computed in floating point satisfies only approximately. For a finite block of linearly independent orbitals, and with that restriction, the result tells how well conditioned the orbitals are after the shifted pass, once m and M are known. Here m belongs to the exact overlap; a computed overlap whose smallest eigenvalue has turned negative does not supply it.

```lean
import Mathlib

open Matrix
open scoped ComplexOrder

namespace ShiftedCholesky

noncomputable section

variable {k n : Type*} [Fintype k] [Fintype n] [DecidableEq n]

/-- The real eigenvalues of a complex square matrix. -/
def levels {n : Type*} [Fintype n] (S : Matrix n n ℂ) : Set ℝ :=
  {x | ∃ v : n → ℂ, v ≠ 0 ∧ S *ᵥ v = (x : ℂ) • v}

/-- The condition number, largest over smallest eigenvalue, of a positive definite matrix
of nonzero size. -/
def condNumber {n : Type*} [Fintype n] (S : Matrix n n ℂ) : ℝ :=
  sSup (levels S) / sInf (levels S)

/-- The preconditioned basis `Q = A R⁻¹`, for an invertible factor `R`. -/
def precond (A : Matrix k n ℂ) (R : Matrix n n ℂ) : Matrix k n ℂ := A * R⁻¹

/-- The real eigenvalues of a positive definite matrix are positive. -/
theorem levels_pos {n : Type*} [Fintype n] {S : Matrix n n ℂ} (hS : S.PosDef) {x : ℝ}
    (hx : x ∈ levels S) : 0 < x := by
  obtain ⟨v, hv, h⟩ := hx
  have hp := hS.dotProduct_mulVec_pos hv
  rw [h, dotProduct_smul, smul_eq_mul] at hp
  have h1 := (Complex.lt_def.1 hp).1
  have h2 := (Complex.le_def.1 (dotProduct_star_self_nonneg v)).1
  rw [Complex.zero_re, Complex.re_ofReal_mul] at h1
  rw [Complex.zero_re] at h2
  by_contra hneg
  have h3 : 0 ≤ -x := by linarith
  nlinarith [mul_nonneg h3 h2]

/-- If `RᴴR = AᴴA + t 1`, then `RᴴR` acts on a vector as the overlap plus `t` times
the vector. -/
theorem factor_mulVec {A : Matrix k n ℂ} {R : Matrix n n ℂ} {t : ℝ}
    (hR : Rᴴ * R = Aᴴ * A + (t : ℂ) • 1) (v : n → ℂ) :
    Rᴴ *ᵥ (R *ᵥ v) = (Aᴴ * A) *ᵥ v + (t : ℂ) • v := by
  rw [Matrix.mulVec_mulVec, hR, Matrix.add_mulVec, Matrix.smul_mulVec, Matrix.one_mulVec]

/-- For a positive definite overlap and a positive shift, every factor `R` of the shifted
overlap is invertible. -/
theorem factor_isUnit {A : Matrix k n ℂ} {R : Matrix n n ℂ} {t : ℝ}
    (hS : (Aᴴ * A).PosDef) (ht : 0 < t) (hR : Rᴴ * R = Aᴴ * A + (t : ℂ) • 1) :
    IsUnit R.det := by
  rw [isUnit_iff_ne_zero]
  intro hdet
  obtain ⟨v, hv, h0⟩ := Matrix.exists_mulVec_eq_zero_iff.2 hdet
  have h := factor_mulVec hR v
  rw [h0, Matrix.mulVec_zero] at h
  -- a null vector of `R` would give the overlap the eigenvalue `-t`
  have hmem : -t ∈ levels (Aᴴ * A) := by
    refine ⟨v, hv, ?_⟩
    rw [Complex.ofReal_neg, neg_smul]
    exact eq_neg_of_add_eq_zero_left h.symm
  linarith [levels_pos hS hmem]

/-- Let `AᴴA` be positive definite, `t > 0` and `RᴴR = AᴴA + t 1`. Then the eigenvalues of the
preconditioned overlap are the numbers `x / (x + t)`, with `x` an eigenvalue of `AᴴA`. -/
theorem levels_precond {A : Matrix k n ℂ} {R : Matrix n n ℂ} {t : ℝ}
    (hS : (Aᴴ * A).PosDef) (ht : 0 < t) (hR : Rᴴ * R = Aᴴ * A + (t : ℂ) • 1) :
    levels ((precond A R)ᴴ * precond A R) = (fun x => x / (x + t)) '' levels (Aᴴ * A) := by
  have hU := factor_isUnit hS ht hR
  have hQ : precond A R * R = A := by
    rw [precond, Matrix.mul_assoc, Matrix.nonsing_inv_mul _ hU, Matrix.mul_one]
  generalize precond A R = Q at hQ ⊢
  -- the two overlaps are congruent through `R`
  have hK : ∀ v, Rᴴ *ᵥ ((Qᴴ * Q) *ᵥ (R *ᵥ v)) = (Aᴴ * A) *ᵥ v := by
    intro v
    rw [← hQ, Matrix.conjTranspose_mul]
    simp only [Matrix.mulVec_mulVec, Matrix.mul_assoc]
  have hL : (R⁻¹)ᴴ * Rᴴ = 1 := by
    rw [← Matrix.conjTranspose_mul, Matrix.mul_nonsing_inv _ hU, Matrix.conjTranspose_one]
  have inj : ∀ u w : n → ℂ, Rᴴ *ᵥ u = Rᴴ *ᵥ w → u = w := by
    intro u w h
    have h' := congrArg (fun z => (R⁻¹)ᴴ *ᵥ z) h
    simpa only [Matrix.mulVec_mulVec, hL, Matrix.one_mulVec] using h'
  ext μ
  constructor
  · rintro ⟨w, hw, h⟩
    obtain ⟨v, rfl⟩ : ∃ v, R *ᵥ v = w :=
      ⟨R⁻¹ *ᵥ w, by rw [Matrix.mulVec_mulVec, Matrix.mul_nonsing_inv _ hU, Matrix.one_mulVec]⟩
    have hv : v ≠ 0 := by
      rintro rfl
      exact hw (Matrix.mulVec_zero R)
    -- generalised eigenvalue equation `S v = μ (S + t) v`
    have e := hK v
    rw [h, Matrix.mulVec_smul, factor_mulVec hR] at e
    have ei : ∀ i, (μ : ℂ) * (((Aᴴ * A) *ᵥ v) i + t * v i) = ((Aᴴ * A) *ᵥ v) i :=
      fun i => congrFun e i
    have h1 : 1 - μ ≠ 0 := by
      intro h0
      have hμ : μ = 1 := by linarith
      apply hv
      funext i
      have hi := ei i
      rw [hμ, Complex.ofReal_one] at hi
      have hz : (t : ℂ) * v i = 0 := by linear_combination hi
      exact (mul_eq_zero.1 hz).resolve_left (Complex.ofReal_ne_zero.2 ht.ne')
    have h1c : (1 : ℂ) - μ ≠ 0 := by exact_mod_cast h1
    refine ⟨μ * t / (1 - μ), ⟨v, hv, ?_⟩, ?_⟩
    · funext i
      rw [Pi.smul_apply, smul_eq_mul]
      push_cast
      rw [div_mul_eq_mul_div, eq_div_iff h1c]
      linear_combination -(ei i)
    · have hx : μ * t / (1 - μ) + t = t / (1 - μ) := by
        rw [eq_div_iff h1, add_mul, div_mul_cancel₀ _ h1]
        ring
      show μ * t / (1 - μ) / (μ * t / (1 - μ) + t) = μ
      rw [hx]
      field_simp
  · rintro ⟨x, hx, rfl⟩
    have hxp := levels_pos hS hx
    obtain ⟨v, hv, h⟩ := hx
    have hc : (x : ℂ) + t ≠ 0 := by exact_mod_cast (add_pos hxp ht).ne'
    refine ⟨R *ᵥ v, ?_, ?_⟩
    · intro h0
      apply hv
      rw [← Matrix.one_mulVec v, ← Matrix.nonsing_inv_mul _ hU, ← Matrix.mulVec_mulVec, h0,
        Matrix.mulVec_zero]
    · apply inj
      rw [hK, Matrix.mulVec_smul, factor_mulVec hR, h, ← add_smul, smul_smul]
      push_cast
      rw [div_mul_cancel₀ _ hc]

/-- Let `AᴴA` be positive definite with extreme eigenvalues `m` and `M`, `t > 0` and
`RᴴR = AᴴA + t 1`. Then the overlap of `Q = A R⁻¹` has condition number
`M (m + t) / (m (M + t))`. -/
theorem condNumber_precond {A : Matrix k n ℂ} {R : Matrix n n ℂ} {t m M : ℝ}
    (hS : (Aᴴ * A).PosDef) (ht : 0 < t) (hR : Rᴴ * R = Aᴴ * A + (t : ℂ) • 1)
    (hm : IsLeast (levels (Aᴴ * A)) m) (hM : IsGreatest (levels (Aᴴ * A)) M) :
    condNumber ((precond A R)ᴴ * precond A R) = M * (m + t) / (m * (M + t)) := by
  -- `x ↦ x / (x + t)` is increasing on positive numbers
  have mono : ∀ x y : ℝ, 0 < x → 0 < y → x ≤ y → x / (x + t) ≤ y / (y + t) := by
    intro x y hx hy hxy
    rw [div_le_div_iff₀ (by linarith) (by linarith)]
    nlinarith [mul_le_mul_of_nonneg_right hxy ht.le]
  have hmin : IsLeast ((fun x => x / (x + t)) '' levels (Aᴴ * A)) (m / (m + t)) := by
    refine ⟨⟨m, hm.1, rfl⟩, ?_⟩
    rintro _ ⟨x, hx, rfl⟩
    exact mono m x (levels_pos hS hm.1) (levels_pos hS hx) (hm.2 hx)
  have hmax : IsGreatest ((fun x => x / (x + t)) '' levels (Aᴴ * A)) (M / (M + t)) := by
    refine ⟨⟨M, hM.1, rfl⟩, ?_⟩
    rintro _ ⟨x, hx, rfl⟩
    exact mono x M (levels_pos hS hx) (levels_pos hS hM.1) (hM.2 hx)
  rw [condNumber, levels_precond hS ht hR, hmax.csSup_eq, hmin.csInf_eq, div_div_div_eq,
    mul_comm (M + t) m]

/-- For a positive definite overlap with distinct extreme eigenvalues and a positive shift,
preconditioning with a factor `R` of the shifted overlap strictly lowers the condition number. -/
theorem condNumber_precond_lt {A : Matrix k n ℂ} {R : Matrix n n ℂ} {t m M : ℝ}
    (hS : (Aᴴ * A).PosDef) (ht : 0 < t) (hR : Rᴴ * R = Aᴴ * A + (t : ℂ) • 1)
    (hm : IsLeast (levels (Aᴴ * A)) m) (hM : IsGreatest (levels (Aᴴ * A)) M) (hlt : m < M) :
    condNumber ((precond A R)ᴴ * precond A R) < condNumber (Aᴴ * A) := by
  have hm0 := levels_pos hS hm.1
  have hM0 := levels_pos hS hM.1
  rw [condNumber_precond hS ht hR hm hM, condNumber, hM.csSup_eq, hm.csInf_eq,
    div_lt_iff₀ (by positivity)]
  have e : M / m * (m * (M + t)) = M * (M + t) := by field_simp
  rw [e]
  nlinarith [mul_pos hM0 (sub_pos.2 hlt)]

/-- For a positive definite overlap with extreme eigenvalues `m` and `M` and a shift `t > 0`,
preconditioning with a factor `R` of the shifted overlap gives a condition number below `1 + t / m`.
-/
theorem condNumber_precond_lt_shift {A : Matrix k n ℂ} {R : Matrix n n ℂ} {t m M : ℝ}
    (hS : (Aᴴ * A).PosDef) (ht : 0 < t) (hR : Rᴴ * R = Aᴴ * A + (t : ℂ) • 1)
    (hm : IsLeast (levels (Aᴴ * A)) m) (hM : IsGreatest (levels (Aᴴ * A)) M) :
    condNumber ((precond A R)ᴴ * precond A R) < 1 + t / m := by
  have hm0 := levels_pos hS hm.1
  have hM0 := levels_pos hS hM.1
  rw [condNumber_precond hS ht hR hm hM, div_lt_iff₀ (by positivity)]
  have e : (1 + t / m) * (m * (M + t)) = (m + t) * (M + t) := by
    have e' : t / m * m = t := div_mul_cancel₀ t hm0.ne'
    linear_combination (M + t) * e'
  rw [e]
  nlinarith [mul_pos (add_pos hm0 ht) ht]

/-- Two non-orthogonal basis vectors in three dimensions, as columns. -/
def sampleA : Matrix (Fin 3) (Fin 2) ℂ := !![4, 3; 1, 3; 1, 0]

/-- An upper triangular matrix with positive diagonal. -/
def sampleR : Matrix (Fin 2) (Fin 2) ℂ := !![5, 3; 0, 4]

/-- The sample basis has a positive definite overlap with extreme eigenvalues 3 and 33, and
`sampleR` is a factor of this overlap shifted by 7. -/
theorem condNumber_precond_witness :
    (sampleAᴴ * sampleA).PosDef ∧
      sampleRᴴ * sampleR = sampleAᴴ * sampleA + ((7 : ℝ) : ℂ) • 1 ∧
      IsLeast (levels (sampleAᴴ * sampleA)) 3 ∧
      IsGreatest (levels (sampleAᴴ * sampleA)) 33 := by
  have hmv : ∀ {l : Type} (B : Matrix l (Fin 2) ℂ) (v : Fin 2 → ℂ) (i : l),
      (B *ᵥ v) i = B i 0 * v 0 + B i 1 * v 1 := by
    intro l B v i
    simp only [Matrix.mulVec, dotProduct, Fin.sum_univ_two]
  -- the entries are real, so conjugation leaves them alone
  have c3 : (starRingEnd ℂ) 3 = 3 := Complex.conj_eq_iff_im.2 (by norm_num)
  have c4 : (starRingEnd ℂ) 4 = 4 := Complex.conj_eq_iff_im.2 (by norm_num)
  have c5 : (starRingEnd ℂ) 5 = 5 := Complex.conj_eq_iff_im.2 (by norm_num)
  have hG : sampleAᴴ * sampleA = !![18, 15; 15, 18] := by
    ext i j
    fin_cases i <;> fin_cases j <;>
      simp [sampleA, Matrix.mul_apply, Fin.sum_univ_succ, c3, c4] <;> norm_num
  have hpos : (sampleAᴴ * sampleA).PosDef := by
    apply Matrix.PosDef.conjTranspose_mul_self
    intro v w h
    have h1 := congrFun h 1
    have h2 := congrFun h 2
    simp only [hmv] at h1 h2
    simp [sampleA] at h1 h2
    have h3 : v 1 = w 1 := by linear_combination (h1 - h2) / 3
    funext i
    fin_cases i
    exacts [h2, h3]
  -- sum and difference of the two components decouple the eigenvalue equation
  have hx : ∀ x ∈ levels (sampleAᴴ * sampleA), x = 3 ∨ x = 33 := by
    rintro x ⟨v, hv, h⟩
    rw [hG] at h
    have h0 := congrFun h 0
    have h1 := congrFun h 1
    rw [hmv] at h0 h1
    simp at h0 h1
    by_contra hne
    rw [not_or] at hne
    have n3 : (3 : ℂ) - x ≠ 0 := sub_ne_zero.2 (by exact_mod_cast Ne.symm hne.1)
    have n33 : (33 : ℂ) - x ≠ 0 := sub_ne_zero.2 (by exact_mod_cast Ne.symm hne.2)
    have es : ((33 : ℂ) - x) * (v 0 + v 1) = 0 := by linear_combination h0 + h1
    have ed : ((3 : ℂ) - x) * (v 0 - v 1) = 0 := by linear_combination h0 - h1
    have s := (mul_eq_zero.1 es).resolve_left n33
    have d := (mul_eq_zero.1 ed).resolve_left n3
    have v0 : v 0 = 0 := by linear_combination (s + d) / 2
    have v1 : v 1 = 0 := by linear_combination (s - d) / 2
    apply hv
    funext i
    fin_cases i
    exacts [v0, v1]
  refine ⟨hpos, ?_, ⟨⟨![1, -1], ?_, ?_⟩, ?_⟩, ⟨⟨![1, 1], ?_, ?_⟩, ?_⟩⟩
  · rw [hG]
    ext i j
    fin_cases i <;> fin_cases j <;>
      simp [sampleR, Matrix.mul_apply, Fin.sum_univ_succ, c3, c4, c5] <;> norm_num
  · intro h
    have h0 := congrFun h 0
    simp at h0
  · rw [hG]
    funext i
    rw [hmv]
    fin_cases i <;> simp <;> norm_num
  · intro x h
    rcases hx x h with rfl | rfl <;> norm_num
  · intro h
    have h0 := congrFun h 0
    simp at h0
  · rw [hG]
    funext i
    rw [hmv]
    fin_cases i <;> simp <;> norm_num
  · intro x h
    rcases hx x h with rfl | rfl <;> norm_num

end

end ShiftedCholesky
```

```lean
#print axioms ShiftedCholesky.condNumber_precond_lt
-- 'ShiftedCholesky.condNumber_precond_lt' depends on axioms: [propext, Classical.choice, Quot.sound]
#print axioms ShiftedCholesky.condNumber_precond_lt_shift
-- 'ShiftedCholesky.condNumber_precond_lt_shift' depends on axioms: [propext, Classical.choice, Quot.sound]
```

### How the Lean proof runs

`levels_pos` is the argument with vᴴS v, carried out on real parts because the matrices are complex. `factor_mulVec` writes RᴴR v as S v + t v, and `factor_isUnit` uses it to turn a null vector of `R` into the forbidden eigenvalue −t.

`levels_precond` proves that the two sets of eigenvalues correspond. Its step `hK` is the congruence Rᴴ(QᴴQ)R = S applied to a vector, and `inj` is the cancellation of Rᴴ. The first half starts from an eigenvector `w` of QᴴQ and writes it as R v. The equation S v = μ(S v + t v) is then read component by component in `ei`, `h1` excludes μ = 1, and `linear_combination` solves for S v. The second half starts from an eigenvector of S and follows the direct calculation above.

In `condNumber_precond`, `mono` is the monotonicity of x/(x + t). It yields the new least and greatest eigenvalues, `hmin` and `hmax`, whose quotient is the formula. `condNumber_precond_lt` and `condNumber_precond_lt_shift` clear the positive denominators and leave the remaining inequalities to `nlinarith`.

`condNumber_precond_witness` supplies an example that satisfies the hypotheses. The columns (4, 1, 1) and (3, 3, 0) both have squared norm 18 and inner product 15, so the normalised vectors overlap by 5/6. To find the eigenvalues, `hx` adds and subtracts the two components of the eigenvalue equation:

(33 − x)(v₀ + v₁) = 0,

(3 − x)(v₀ − v₁) = 0.

So x is 3 or 33, with normalised eigenvectors (1, −1)/√2 and (1, 1)/√2. For the shift 7, the formula lowers the condition number from 11 to 33·10/(3·40) = 2.75. With normalised columns the eigenvalues would be 1/6 and 11/6, and the shift 7/18 would give the same 2.75.
